# Level-shifted SCF: the energy drop per step for a shift above the curvature bound

A self-consistent-field iteration that fully minimizes the linearized energy at every step can alternate between two densities forever, without lowering the energy. The linearization is trusted too far from the density at which it was made. Level shifting penalizes long steps. If the upward curvature of the energy is bounded, a sufficiently large penalty guarantees that no step raises the energy.

## From the penalized model to the energy drop

Let $S$ be the set of admissible densities in a real inner-product space, $E$ the energy and $g(x)$ its slope at $x$, the Fock operator in mean-field theory. Suppose that for all $x,y\in S$

$$E(y)\le E(x)+\langle g(x),y-x\rangle+\tfrac L2\|y-x\|^2 ,$$

that $E\ge m$ on $S$, and that $b>L$. Starting from $x_0\in S$, let $x_{n+1}$ minimize $\langle g(x_n),y\rangle+\frac b2\|y-x_n\|^2$ over $y\in S$.

The old density $x_n$ is itself a trial density, with zero penalty, so

$$\langle g(x_n),x_{n+1}-x_n\rangle\le-\tfrac b2\|x_{n+1}-x_n\|^2 .$$

Inserting this in the curvature bound gives

$$E(x_{n+1})\le E(x_n)-\tfrac{b-L}2\|x_{n+1}-x_n\|^2 .$$

Summing over the first $N$ steps, the energies telescope:

$$\tfrac{b-L}2\sum_{i<N}\|x_{i+1}-x_i\|^2\le E(x_0)-E(x_N)\le E(x_0)-m .$$

The partial sums of non-negative terms are therefore bounded, and the squared steps have a total of at most $2(E(x_0)-m)/(b-L)$.

For Hartree–Fock in a finite orthonormal basis of spin orbitals, with projectors of fixed rank as densities, this means that a shift above $L$ rules out persistent oscillation with steps of fixed size.

## Densities, updates and curvature in Lean

The space `V` can be read as the real space of Hermitian matrices with the trace inner product. Its dimension is not restricted.

```lean
import Mathlib

open Filter Topology

namespace LevelShifting

noncomputable section

variable {V : Type*} [NormedAddCommGroup V] [InnerProductSpace ℝ V]
```

The penalized model has the old density `x` and the trial density `y` as separate arguments.

```lean
/-- The linear term with slope `g x`, evaluated at the trial density `y`, plus a penalty of `b / 2`
times the squared distance of `y` from the old density `x`. -/
def shiftedModel (g : V → V) (b : ℝ) (x y : V) : ℝ :=
  inner ℝ (g x) y + b / 2 * ‖y - x‖ ^ 2
```

An update is a relation between old and new density. The existence of a minimizer is thus assumed, and ties may be broken either way.

```lean
/-- The density `x'` is a level-shifted update of `x`: it minimizes the penalized linear
model over the admissible set `S`. -/
def IsLevelShiftStep (g : V → V) (b : ℝ) (S : Set V) (x x' : V) : Prop :=
  x' ∈ S ∧ ∀ y ∈ S, shiftedModel g b x x' ≤ shiftedModel g b x y
```

The constant $L$ limits how strongly the energy can curve upwards between admissible densities. Nothing requires `g` to be a derivative.

```lean
/-- On `S` the energy lies below its linearization with slope `g` plus a quadratic term of
curvature `L`. -/
def HasCurvatureBound (E : V → ℝ) (g : V → V) (L : ℝ) (S : Set V) : Prop :=
  ∀ x ∈ S, ∀ y ∈ S, E y ≤ E x + inner ℝ (g x) (y - x) + L / 2 * ‖y - x‖ ^ 2
```

## Mean-field energies

For $E(x)=\langle h,x\rangle+\frac12\langle x,Gx\rangle$, with one-body term $h$ and symmetric linear interaction $G$, expansion gives

$$E(y)-E(x)-\langle h+Gx,y-x\rangle=\tfrac12\langle y-x,G(y-x)\rangle .$$

If $\langle d,Gd\rangle\le L\|d\|^2$ for every $d$, the curvature bound follows. Here the interaction energy of a density change $d$ is at most $\frac L2\|d\|^2$.

```lean
/-- A mean-field energy: a one-body term `h` and a pair interaction `G`, counted with the
factor one half. -/
def meanFieldEnergy (h : V) (G : V →ₗ[ℝ] V) (x : V) : ℝ :=
  inner ℝ h x + 1 / 2 * inner ℝ x (G x)
```

The proof expands `hL (y - x)`, uses symmetry to identify the cross terms, and leaves the comparison to `linarith`.

```lean
/-- A mean-field energy with symmetric interaction `G` bounded above by `L` obeys the
curvature bound, with the Fock operator `h + G x` as slope. -/
theorem meanField_curvatureBound (h : V) (G : V →ₗ[ℝ] V) (L : ℝ) (S : Set V)
    (hG : G.IsSymmetric) (hL : ∀ d, inner ℝ d (G d) ≤ L * ‖d‖ ^ 2) :
    HasCurvatureBound (meanFieldEnergy h G) (fun x => h + G x) L S := by
  intro x _ y _
  have h1 := hL (y - x)
  simp only [map_sub, inner_sub_left, inner_sub_right] at h1
  have h2 : inner ℝ (G x) y = inner ℝ x (G y) := hG x y
  have h3 : inner ℝ (G x) x = inner ℝ x (G x) := hG x x
  have h4 : inner ℝ y (G x) = inner ℝ (G x) y := real_inner_comm _ _
  simp only [meanFieldEnergy, inner_add_left, inner_sub_right]
  linarith
```

## The shifted operator

If every $y\in S$ has norm $r$, as projectors of one fixed rank do, then

$$\tfrac b2\|y-x\|^2=\tfrac b2(r^2+\|x\|^2)-b\langle x,y\rangle .$$

Up to a constant, the model is $\langle g(x)-bx,y\rangle$. For a projector $x$ and $b>0$, subtracting $bx$ lowers the block of $g(x)$ on the occupied space of $x$ by $b$. Up to a multiple of the identity, this is the same as raising the virtual block by $b$, the usual form of level shifting. In the proof, `key` states that the model equals $\langle g(x)-bx,y\rangle$ plus a constant; both directions then cancel the constant.

```lean
/-- If all admissible densities have the same norm, the update is the minimization of the
linear functional given by the level-shifted operator `g x - b x`. -/
theorem step_iff_shifted_operator (g : V → V) (b r : ℝ) (S : Set V)
    (hS : ∀ y ∈ S, ‖y‖ = r) (x x' : V) :
    IsLevelShiftStep g b S x x' ↔
      x' ∈ S ∧ ∀ y ∈ S, inner ℝ (g x - b • x) x' ≤ inner ℝ (g x - b • x) y := by
  -- the two objectives differ by a constant on `S`
  have key : ∀ y ∈ S, shiftedModel g b x y =
      inner ℝ (g x - b • x) y + b / 2 * (r ^ 2 + ‖x‖ ^ 2) := by
    intro y hy
    unfold shiftedModel
    rw [norm_sub_sq_real, hS y hy, inner_sub_left, real_inner_smul_left,
      real_inner_comm x y]
    ring
  constructor
  · rintro ⟨h', h⟩
    refine ⟨h', fun y hy => ?_⟩
    have h1 := h y hy
    rw [key x' h', key y hy] at h1
    linarith
  · rintro ⟨h', h⟩
    refine ⟨h', fun y hy => ?_⟩
    rw [key x' h', key y hy]
    linarith [h y hy]
```

## Descent and summability

The first lemma is the one-step argument above: `h1` is the curvature bound and `h2` the comparison with the old density. It holds for any `b`, but gives a decrease only when $b>L$.

```lean
/-- Under the curvature bound, the energy after a level-shifted update of an admissible density is
at most the old energy minus `(b - L) / 2` times the squared step. The factor `b - L` may have
either sign. -/
theorem energy_drop {E : V → ℝ} {g : V → V} {L b : ℝ} {S : Set V} {x x' : V}
    (hE : HasCurvatureBound E g L S) (hx : x ∈ S) (h : IsLevelShiftStep g b S x x') :
    E x' ≤ E x - (b - L) / 2 * ‖x' - x‖ ^ 2 := by
  have h1 := hE x hx x' h.1
  -- the old density is itself a trial density
  have h2 := h.2 x hx
  simp only [shiftedModel, sub_self, norm_zero] at h2
  rw [inner_sub_right] at h1
  linarith
```

Each update lies in $S$ by definition, so a sequence started in $S$ stays there.

```lean
/-- A level-shifted iteration started in the admissible set stays there. -/
theorem iterate_mem {g : V → V} {b : ℝ} {S : Set V} {x : ℕ → V} (h0 : x 0 ∈ S)
    (hx : ∀ n, IsLevelShiftStep g b S (x n) (x (n + 1))) (n : ℕ) : x n ∈ S := by
  cases n with
  | zero => exact h0
  | succ k => exact (hx k).1
```

In the main theorem, `hT` telescopes by induction and `hB` divides by the positive number $b-L$. Summability and the bound on the total follow from the bounded partial sums.

```lean
/-- Let the energy have the curvature bound `L` on `S` and be bounded below by `m` there. In a
level-shifted iteration started in `S` with shift `b > L`, each update lowers the energy by at least
`(b - L) / 2` times the squared step, and the squared steps have a finite sum, at most
`2 (E (x 0) - m) / (b - L)`. -/
theorem level_shift_descent {E : V → ℝ} {g : V → V} {L b m : ℝ} {S : Set V} {x : ℕ → V}
    (hE : HasCurvatureBound E g L S) (hm : ∀ y ∈ S, m ≤ E y) (hb : L < b) (h0 : x 0 ∈ S)
    (hx : ∀ n, IsLevelShiftStep g b S (x n) (x (n + 1))) :
    (∀ n, E (x (n + 1)) ≤ E (x n) - (b - L) / 2 * ‖x (n + 1) - x n‖ ^ 2) ∧
    Summable (fun n => ‖x (n + 1) - x n‖ ^ 2) ∧
    ∑' n, ‖x (n + 1) - x n‖ ^ 2 ≤ 2 * (E (x 0) - m) / (b - L) := by
  have hmem := iterate_mem h0 hx
  have hdrop := fun n => energy_drop hE (hmem n) (hx n)
  -- telescoping the energy drops
  have hT : ∀ N, (b - L) / 2 * ∑ i ∈ Finset.range N, ‖x (i + 1) - x i‖ ^ 2
      ≤ E (x 0) - E (x N) := by
    intro N
    induction N with
    | zero => simp
    | succ N ih =>
      rw [Finset.sum_range_succ, mul_add]
      linarith [hdrop N]
  have hB : ∀ N, ∑ i ∈ Finset.range N, ‖x (i + 1) - x i‖ ^ 2
      ≤ 2 * (E (x 0) - m) / (b - L) := by
    intro N
    rw [le_div_iff₀ (sub_pos.2 hb)]
    linarith [hT N, hm _ (hmem N)]
  have hn : ∀ n, 0 ≤ ‖x (n + 1) - x n‖ ^ 2 := fun n => by positivity
  exact ⟨hdrop, summable_of_sum_range_le hn hB, Real.tsum_le_of_sum_range_le hn hB⟩
```

## Accumulation points

Summability forces $x_{n+1}-x_n\to0$. If $\varphi(k)\to\infty$ and $x_{\varphi(k)}\to z\in S$, then $x_{\varphi(k)+1}\to z$ as well. With $g$ continuous at $z$ along $S$, the inequality between the model values at $x_{\varphi(k)+1}$ and at any fixed $y\in S$ passes to the limit, so $z$ minimizes its own penalized model. In the proof, `hlim` supplies the limits of both sides.

```lean
/-- Let the energy have the curvature bound `L` on `S` and be bounded below there, and take a
level-shifted iteration started in `S` with shift `b > L`. If a subsequence converges to an
admissible density `z` at which `g` is continuous along `S`, then `z` is a level-shifted update of
itself. -/
theorem accumulation_point_selfConsistent {E : V → ℝ} {g : V → V} {L b m : ℝ} {S : Set V}
    {x : ℕ → V} (hE : HasCurvatureBound E g L S) (hm : ∀ y ∈ S, m ≤ E y) (hb : L < b)
    (h0 : x 0 ∈ S) (hx : ∀ n, IsLevelShiftStep g b S (x n) (x (n + 1)))
    {φ : ℕ → ℕ} (hφ : Tendsto φ atTop atTop) {z : V} (hzS : z ∈ S)
    (hz : Tendsto (fun k => x (φ k)) atTop (𝓝 z)) (hg : ContinuousWithinAt g S z) :
    IsLevelShiftStep g b S z z := by
  have hs := (level_shift_descent hE hm hb h0 hx).2.1.tendsto_atTop_zero
  -- the steps tend to zero, so the shifted subsequence has the same limit
  have hd : Tendsto (fun n => x (n + 1) - x n) atTop (𝓝 0) := by
    rw [tendsto_zero_iff_norm_tendsto_zero]
    have h1 := (Real.continuous_sqrt.tendsto 0).comp hs
    simpa [Function.comp_def] using h1
  have hx1 : Tendsto (fun k => x (φ k + 1)) atTop (𝓝 z) := by
    have h1 := (hd.comp hφ).add hz
    simpa [Function.comp_def] using h1
  have hgk : Tendsto (fun k => g (x (φ k))) atTop (𝓝 (g z)) :=
    hg.tendsto.comp (tendsto_nhdsWithin_iff.2
      ⟨hz, Eventually.of_forall fun k => iterate_mem h0 hx (φ k)⟩)
  -- the minimum property passes to the limit
  have hlim : ∀ (u : ℕ → V) (w : V), Tendsto u atTop (𝓝 w) →
      Tendsto (fun k => shiftedModel g b (x (φ k)) (u k)) atTop
        (𝓝 (shiftedModel g b z w)) := by
    intro u w hu
    unfold shiftedModel
    exact (hgk.inner hu).add (((hu.sub hz).norm.pow 2).const_mul (b / 2))
  exact ⟨hzS, fun y hy => le_of_tendsto_of_tendsto' (hlim _ z hx1)
    (hlim _ y tendsto_const_nhds) (fun k => (hx (φ k)).2 y hy)⟩
```

The convergent subsequence is a hypothesis, and $z$ need not be an energy minimum. Nor need it minimize the unshifted functional $\langle g(z),y\rangle$.

## Oscillation at or below the bound

Take $E(x)=Lx^2/2$ on $S=\{1,-1\}$, with $g(x)=Lx$. From either point, staying has model value $L$ and switching has $2b-L$. Switching is a valid update exactly when $b\le L$, and every squared step is then $4$. At $b=L$ the two values tie. The Lean proof checks the two signs of $(-1)^n$ separately.

```lean
/-- For any shift `b ≤ L`, the energy `L x² / 2` on the two points `1` and `-1` obeys the
curvature bound `L`, yet the iteration can alternate between them forever, and the squared
steps are not summable. -/
theorem oscillation_of_small_shift {b L : ℝ} (hb : b ≤ L) :
    HasCurvatureBound (fun x : ℝ => L / 2 * x ^ 2) (fun x => L * x) L {1, -1} ∧
    (∀ n : ℕ, IsLevelShiftStep (fun x : ℝ => L * x) b {1, -1} ((-1) ^ n) ((-1) ^ (n + 1))) ∧
    ¬ Summable (fun n : ℕ => ‖(-1 : ℝ) ^ (n + 1) - (-1) ^ n‖ ^ 2) := by
  refine ⟨?_, ?_, ?_⟩
  · intro x _ y _
    simp only [RCLike.inner_apply, conj_trivial, Real.norm_eq_abs, sq_abs]
    apply le_of_eq
    ring
  · intro n
    rcases neg_one_pow_eq_or ℝ n with h | h
    all_goals
      rw [pow_succ, h]
      refine ⟨by simp, ?_⟩
      rintro y (rfl | rfl) <;>
        simp only [shiftedModel, RCLike.inner_apply, conj_trivial, Real.norm_eq_abs,
          sq_abs] <;>
        linarith
  · have h4 : (fun n : ℕ => ‖(-1 : ℝ) ^ (n + 1) - (-1) ^ n‖ ^ 2) = fun _ => 4 := by
      funext n
      rw [Real.norm_eq_abs, sq_abs]
      rcases neg_one_pow_eq_or ℝ n with h | h <;> rw [pow_succ (-1 : ℝ) n, h] <;> norm_num
    rw [h4, summable_const_iff]
    norm_num
```

## A convergent example

For $E(x)=x^2/2$ on the real line, with $L=1$ and $b=2$, the model is

$$xy+(y-x)^2=(y-\tfrac x2)^2+\tfrac34x^2 .$$

Its minimizer is $y=x/2$, so $x_n=2^{-n}$ is a level-shifted iteration. Since $E\ge0$, it meets all the conditions of the descent theorem with $m=0$. The square $(y-x/2)^2$ is the hint passed to `nlinarith`.

```lean
/-- The energy `x² / 2` on the real line has curvature bound `1`, and with shift `2` the
sequence `(1/2)^n` is a level-shifted iteration. -/
theorem level_shift_witness :
    HasCurvatureBound (fun x : ℝ => x ^ 2 / 2) (fun x => x) 1 Set.univ ∧
    ∀ n : ℕ, IsLevelShiftStep (fun x : ℝ => x) 2 Set.univ ((1 / 2) ^ n)
      ((1 / 2) ^ (n + 1)) := by
  constructor
  · intro x _ y _
    simp only [RCLike.inner_apply, conj_trivial, Real.norm_eq_abs, sq_abs]
    apply le_of_eq
    ring
  · intro n
    refine ⟨Set.mem_univ _, fun y _ => ?_⟩
    rw [pow_succ]
    generalize ((1 : ℝ) / 2) ^ n = t
    simp only [shiftedModel, RCLike.inner_apply, conj_trivial, Real.norm_eq_abs, sq_abs]
    nlinarith [sq_nonneg (y - t / 2)]

end

end LevelShifting
```

```lean
#print axioms LevelShifting.step_iff_shifted_operator
#print axioms LevelShifting.level_shift_descent
#print axioms LevelShifting.accumulation_point_selfConsistent
#print axioms LevelShifting.oscillation_of_small_shift
```

```
'LevelShifting.step_iff_shifted_operator' depends on axioms: [propext, Classical.choice, Quot.sound]
'LevelShifting.level_shift_descent' depends on axioms: [propext, Classical.choice, Quot.sound]
'LevelShifting.accumulation_point_selfConsistent' depends on axioms: [propext, Classical.choice, Quot.sound]
'LevelShifting.oscillation_of_small_shift' depends on axioms: [propext, Classical.choice, Quot.sound]
```
